# The scattering matrix $e^{itA}$ determines a Hermitian $A$ with eigenvalues strictly between $-\pi/t$ and $\pi/t$

To recover the structure matrix $A$ of a crystal slab of thickness $t>0$ from its scattering matrix $S=e^{itA}$, one can take a matrix logarithm of $S$ and divide by $it$, which requires choosing a branch. If $A$ is Hermitian with all eigenvalues strictly between $-\pi/t$ and $\pi/t$, no other Hermitian matrix with eigenvalues in that range gives the same $S$.

```lean
import Mathlib

open Matrix
open scoped Real

namespace StructureMatrixInversion

noncomputable section

variable {n : Type*} [Fintype n] [DecidableEq n] {A B P : Matrix n n ℂ}

/-- The scattering matrix `exp(itA)` of a slab of thickness `t` with structure matrix `A`. -/
def scatteringMatrix (t : ℝ) (A : Matrix n n ℂ) : Matrix n n ℂ :=
  NormedSpace.exp ((Complex.I * (t : ℂ)) • A)

/-- The matrix whose columns are orthonormal eigenvectors of a Hermitian structure matrix. -/
def modes (hA : A.IsHermitian) : Matrix n n ℂ :=
  (hA.eigenvectorUnitary : Matrix n n ℂ)

/-- The overlaps of the eigenvectors of `B` (rows) with the eigenvectors of `A` (columns). -/
def overlap (hA : A.IsHermitian) (hB : B.IsHermitian) : Matrix n n ℂ :=
  (modes hB)ᴴ * modes hA

/-- The mode matrix of a Hermitian structure matrix is unitary and diagonalizes it. -/
theorem modes_diagonalize (hA : A.IsHermitian) :
    (modes hA)ᴴ * modes hA = 1 ∧ modes hA * (modes hA)ᴴ = 1 ∧
      A * modes hA = modes hA * diagonal (fun i => (hA.eigenvalues i : ℂ)) := by
  refine ⟨Matrix.mem_unitaryGroup_iff'.mp hA.eigenvectorUnitary.2,
    Matrix.mem_unitaryGroup_iff.mp hA.eigenvectorUnitary.2, ?_⟩
  ext i j
  have h := congrFun (hA.mulVec_eigenvectorBasis j) i
  rw [Matrix.mul_diagonal]
  simpa [modes, Matrix.mul_apply, Matrix.mulVec, dotProduct, mul_comm,
    Matrix.IsHermitian.eigenvectorUnitary_apply] using h

/-- The scattering matrix at thickness `t` multiplies each column of `modes hA` by the phase
`exp(ita)`, where `a` is the eigenvalue of `A` for that column. -/
theorem scattering_mul_modes (t : ℝ) (hA : A.IsHermitian) :
    scatteringMatrix t A * modes hA = modes hA *
      diagonal (fun i => Complex.exp (Complex.I * (t : ℂ) * (hA.eigenvalues i : ℂ))) := by
  obtain ⟨h1, h2, h3⟩ := modes_diagonalize hA
  have hinv : (modes hA)⁻¹ = (modes hA)ᴴ := Matrix.inv_eq_left_inv h1
  have hU : IsUnit (modes hA) := ⟨⟨modes hA, (modes hA)ᴴ, h2, h1⟩, rfl⟩
  -- the exponent is unitarily equivalent to a diagonal matrix
  have hD : (Complex.I * (t : ℂ)) • A = modes hA *
      diagonal (fun i => Complex.I * (t : ℂ) * (hA.eigenvalues i : ℂ)) * (modes hA)⁻¹ := by
    rw [hinv]
    calc (Complex.I * (t : ℂ)) • A
        = (Complex.I * (t : ℂ)) • (A * modes hA * (modes hA)ᴴ) := by
          rw [mul_assoc A, h2, mul_one]
      _ = modes hA * ((Complex.I * (t : ℂ)) •
            diagonal (fun i => (hA.eigenvalues i : ℂ))) * (modes hA)ᴴ := by
          rw [h3, Matrix.mul_smul, Matrix.smul_mul]
      _ = _ := by
          rw [← Matrix.diagonal_smul]
          rfl
  rw [scatteringMatrix, hD, Matrix.exp_conj _ _ hU, Matrix.exp_diagonal, hinv, mul_assoc,
    h1, mul_one]
  congr 2
  ext i
  -- evaluation at an index commutes with the exponential
  rw [Complex.exp_eq_exp_ℂ]
  exact NormedSpace.map_exp (Pi.evalRingHom (fun _ : n => ℂ) i) (continuous_apply i)
    (fun k => Complex.I * (t : ℂ) * (hA.eigenvalues k : ℂ))

/-- Let Hermitian `A` and `B` have the same scattering matrix at thickness `t`. If a column of
`modes hA` with eigenvalue `a` and a column of `modes hB` with eigenvalue `b` have nonzero overlap,
then `tb` and `ta` differ by a whole multiple of `2π`. -/
theorem phase_of_overlap {t : ℝ} (hA : A.IsHermitian) (hB : B.IsHermitian)
    (hS : scatteringMatrix t A = scatteringMatrix t B) {i j : n}
    (hij : overlap hA hB i j ≠ 0) :
    ∃ m : ℤ, t * hB.eigenvalues i = t * hA.eigenvalues j + m * (2 * π) := by
  obtain ⟨h1, h2, -⟩ := modes_diagonalize hB
  have hV : (modes hB)ᴴ * scatteringMatrix t B =
      diagonal (fun i => Complex.exp (Complex.I * (t : ℂ) * (hB.eigenvalues i : ℂ))) *
        (modes hB)ᴴ := by
    calc (modes hB)ᴴ * scatteringMatrix t B
        = (modes hB)ᴴ * (scatteringMatrix t B * modes hB) * (modes hB)ᴴ := by
          rw [mul_assoc, mul_assoc, h2, mul_one]
      _ = _ := by rw [scattering_mul_modes, ← mul_assoc, h1, one_mul]
  -- evaluate the scattering matrix between the two families of eigenvectors
  have hW : diagonal (fun i => Complex.exp (Complex.I * (t : ℂ) * (hB.eigenvalues i : ℂ))) *
      overlap hA hB = overlap hA hB *
      diagonal (fun i => Complex.exp (Complex.I * (t : ℂ) * (hA.eigenvalues i : ℂ))) := by
    rw [overlap, ← mul_assoc, ← hV, ← hS, mul_assoc, scattering_mul_modes, ← mul_assoc]
  have he := congrFun (congrFun hW i) j
  rw [Matrix.diagonal_mul, Matrix.mul_diagonal, mul_comm] at he
  obtain ⟨m, hm⟩ := Complex.exp_eq_exp_iff_exists_int.mp (mul_left_cancel₀ hij he)
  refine ⟨m, Complex.ofReal_injective (mul_left_cancel₀ Complex.I_ne_zero ?_)⟩
  push_cast
  linear_combination hm

/-- Two Hermitian structure matrices are equal if eigenvectors with nonzero overlap always
have the same eigenvalue. -/
theorem eq_of_overlap (hA : A.IsHermitian) (hB : B.IsHermitian)
    (h : ∀ i j, overlap hA hB i j ≠ 0 → hB.eigenvalues i = hA.eigenvalues j) : A = B := by
  obtain ⟨-, a2, a3⟩ := modes_diagonalize hA
  obtain ⟨-, b2, b3⟩ := modes_diagonalize hB
  have hW : diagonal (fun i => (hB.eigenvalues i : ℂ)) * overlap hA hB =
      overlap hA hB * diagonal (fun i => (hA.eigenvalues i : ℂ)) := by
    ext i j
    rw [Matrix.diagonal_mul, Matrix.mul_diagonal]
    by_cases hij : overlap hA hB i j = 0
    · rw [hij, mul_zero, zero_mul]
    · rw [h i j hij, mul_comm]
  have hVW : modes hB * overlap hA hB = modes hA := by
    rw [overlap, ← mul_assoc, b2, one_mul]
  -- both matrices act alike on the eigenvectors of `A`
  have hU : A * modes hA = B * modes hA := by
    calc A * modes hA = modes hB * overlap hA hB *
          diagonal (fun i => (hA.eigenvalues i : ℂ)) := by rw [hVW, a3]
      _ = B * modes hB * overlap hA hB := by rw [mul_assoc, ← hW, ← mul_assoc, b3]
      _ = B * modes hA := by rw [mul_assoc, hVW]
  calc A = A * modes hA * (modes hA)ᴴ := by rw [mul_assoc, a2, mul_one]
    _ = B := by rw [hU, mul_assoc, a2, mul_one]

/-- For thickness `t > 0`, two Hermitian structure matrices with the same scattering matrix are
equal if every eigenvalue of one differs from every eigenvalue of the other by less than `2π/t`. -/
theorem structure_unique {t : ℝ} (ht : 0 < t) (hA : A.IsHermitian) (hB : B.IsHermitian)
    (hwin : ∀ i j, |hA.eigenvalues i - hB.eigenvalues j| < 2 * π / t)
    (hS : scatteringMatrix t A = scatteringMatrix t B) : A = B := by
  refine eq_of_overlap hA hB fun i j hij => ?_
  obtain ⟨m, hm⟩ := phase_of_overlap hA hB hS hij
  have hw := (lt_div_iff₀ ht).mp (hwin j i)
  have h1 := mul_le_mul_of_nonneg_right
    (le_abs_self (hA.eigenvalues j - hB.eigenvalues i)) ht.le
  have h2 := mul_le_mul_of_nonneg_right
    (neg_abs_le (hA.eigenvalues j - hB.eigenvalues i)) ht.le
  -- the window leaves no room for a nonzero winding number
  have hu : (m : ℝ) < 1 := by
    refine lt_of_mul_lt_mul_right (a := 2 * π) ?_ Real.two_pi_pos.le
    linarith
  have hl : (-1 : ℝ) < m := by
    refine lt_of_mul_lt_mul_right (a := 2 * π) ?_ Real.two_pi_pos.le
    linarith
  have hu' : m < 1 := by exact_mod_cast hu
  have hl' : -1 < m := by exact_mod_cast hl
  have h0 : m = 0 := by omega
  rw [h0, Int.cast_zero, zero_mul, add_zero] at hm
  exact mul_left_cancel₀ ht.ne' hm

/-- For thickness `t > 0`, Hermitian structure matrices with all eigenvalues strictly between
`-π/t` and `π/t` are equal if their scattering matrices are equal. -/
theorem structure_unique_of_bound {t : ℝ} (ht : 0 < t) (hA : A.IsHermitian)
    (hB : B.IsHermitian) (ha : ∀ i, |hA.eigenvalues i| < π / t)
    (hb : ∀ i, |hB.eigenvalues i| < π / t)
    (hS : scatteringMatrix t A = scatteringMatrix t B) : A = B := by
  refine structure_unique ht hA hB (fun i j => ?_) hS
  have h1 := abs_lt.mp (ha i)
  have h2 := abs_lt.mp (hb j)
  have h3 : 2 * π / t = π / t + π / t := by ring
  rw [h3, abs_lt]
  constructor <;> linarith [h1.1, h1.2, h2.1, h2.2]

/-- Scattering matrices at two nonzero thicknesses with an irrational ratio determine a Hermitian
structure matrix, whatever its eigenvalues. -/
theorem structure_unique_of_two_thicknesses {t s : ℝ}
    (hts : ∀ p q : ℤ, p * t = q * s → p = 0 ∧ q = 0)
    (hA : A.IsHermitian) (hB : B.IsHermitian)
    (hT : scatteringMatrix t A = scatteringMatrix t B)
    (hS : scatteringMatrix s A = scatteringMatrix s B) : A = B := by
  refine eq_of_overlap hA hB fun i j hij => ?_
  obtain ⟨m, hm⟩ := phase_of_overlap hA hB hT hij
  obtain ⟨k, hk⟩ := phase_of_overlap hA hB hS hij
  by_contra hne
  have hd : hB.eigenvalues i - hA.eigenvalues j ≠ 0 := sub_ne_zero.mpr hne
  -- a nonzero eigenvalue difference would make the thicknesses commensurate
  have hkm : (k : ℝ) * t = m * s :=
    mul_right_cancel₀ hd (by linear_combination (k : ℝ) * hm - (m : ℝ) * hk)
  have h0 : m = 0 := (hts k m hkm).2
  have ht : t ≠ 0 := by
    intro h
    have h10 := (hts 1 0 (by simp [h])).1
    omega
  rw [h0, Int.cast_zero, zero_mul, add_zero] at hm
  exact hne (mul_left_cancel₀ ht hm)

/-- An orthogonal projection `P` satisfies `exp(2πiP) = 1`. -/
theorem projection_full_turn (hP : P.IsHermitian) (hPP : P * P = P) :
    scatteringMatrix (2 * π) P = 1 := by
  obtain ⟨h1, h2, h3⟩ := modes_diagonalize hP
  have hD : diagonal (fun i => (hP.eigenvalues i : ℂ)) *
      diagonal (fun i => (hP.eigenvalues i : ℂ)) =
      diagonal (fun i => (hP.eigenvalues i : ℂ)) := by
    have h : modes hP * (diagonal (fun i => (hP.eigenvalues i : ℂ)) *
        diagonal (fun i => (hP.eigenvalues i : ℂ))) =
        modes hP * diagonal (fun i => (hP.eigenvalues i : ℂ)) := by
      rw [← mul_assoc, ← h3, mul_assoc, ← h3, ← mul_assoc, hPP]
    have h' := congrArg (fun M => (modes hP)ᴴ * M) h
    simpa only [← mul_assoc, h1, one_mul] using h'
  rw [Matrix.diagonal_mul_diagonal] at hD
  -- the eigenvalues are 0 or 1, so every phase is a full turn or none
  have hph : (fun i => Complex.exp (Complex.I * ((2 * π : ℝ) : ℂ) *
      (hP.eigenvalues i : ℂ))) = fun _ => 1 := by
    ext i
    have h : (hP.eigenvalues i : ℂ) * (hP.eigenvalues i : ℂ) = (hP.eigenvalues i : ℂ) :=
      congrFun (Matrix.diagonal_injective hD) i
    have h' : (hP.eigenvalues i : ℂ) * ((hP.eigenvalues i : ℂ) - 1) = 0 := by
      linear_combination h
    rcases mul_eq_zero.mp h' with h0 | h0
    · rw [h0, mul_zero, Complex.exp_zero]
    · rw [sub_eq_zero.mp h0, show Complex.I * ((2 * π : ℝ) : ℂ) * 1 = 2 * π * Complex.I by
        push_cast; ring, Complex.exp_two_pi_mul_I]
  have hS := scattering_mul_modes (2 * π) hP
  rw [hph, Matrix.diagonal_one, mul_one] at hS
  calc scatteringMatrix (2 * π) P
      = scatteringMatrix (2 * π) P * modes hP * (modes hP)ᴴ := by
        rw [mul_assoc, h2, mul_one]
    _ = 1 := by rw [hS, h2]

/-- For `t ≠ 0` and an orthogonal projection `P` commuting with a Hermitian `A`, the matrix
`A + (2π/t)P` is Hermitian, differs from `A` if `P ≠ 0`, and has the same scattering matrix. -/
theorem structure_ambiguity {t : ℝ} (ht : t ≠ 0) (hA : A.IsHermitian) (hP : P.IsHermitian)
    (hPP : P * P = P) (hAP : Commute A P) :
    (A + ((2 * π / t : ℝ) : ℂ) • P).IsHermitian ∧
      (P ≠ 0 → A + ((2 * π / t : ℝ) : ℂ) • P ≠ A) ∧
      scatteringMatrix t (A + ((2 * π / t : ℝ) : ℂ) • P) = scatteringMatrix t A := by
  refine ⟨?_, ?_, ?_⟩
  · rw [Matrix.IsHermitian, Matrix.conjTranspose_add, Matrix.conjTranspose_smul, hA.eq, hP.eq,
      Complex.star_def, Complex.conj_ofReal]
  · intro hP0 h
    have hc : ((2 * π / t : ℝ) : ℂ) ≠ 0 :=
      Complex.ofReal_ne_zero.mpr (div_ne_zero Real.two_pi_pos.ne' ht)
    have h0 : ((2 * π / t : ℝ) : ℂ) • P = 0 := add_eq_left.mp h
    exact hP0 (by rw [← inv_smul_smul₀ hc P, h0, smul_zero])
  · have hc : Complex.I * (t : ℂ) * ((2 * π / t : ℝ) : ℂ) =
        Complex.I * ((2 * π : ℝ) : ℂ) := by
      rw [mul_assoc, ← Complex.ofReal_mul, mul_div_cancel₀ _ ht]
    -- commuting exponents factorize, and the projection contributes a full turn
    have hturn := projection_full_turn hP hPP
    rw [scatteringMatrix] at hturn
    rw [scatteringMatrix, smul_add, smul_smul, hc,
      Matrix.exp_add_of_commute _ _ ((hAP.smul_left _).smul_right _), hturn, mul_one,
      scatteringMatrix]

/-- A structure matrix that couples two beams with unit strength. -/
def twoBeam : Matrix (Fin 2) (Fin 2) ℂ := !![0, 1; 1, 0]

/-- The projection onto the symmetric combination of two beams. -/
def symmetricBeam : Matrix (Fin 2) (Fin 2) ℂ := !![1 / 2, 1 / 2; 1 / 2, 1 / 2]

/-- The two-beam structure matrix is Hermitian and commutes with the symmetric-beam matrix,
which is a nonzero orthogonal projection. -/
theorem structure_ambiguity_witness :
    twoBeam.IsHermitian ∧ symmetricBeam.IsHermitian ∧
      symmetricBeam * symmetricBeam = symmetricBeam ∧
      Commute twoBeam symmetricBeam ∧ symmetricBeam ≠ 0 := by
  refine ⟨?_, ?_, ?_, ?_, ?_⟩
  · ext i j
    fin_cases i <;> fin_cases j <;> simp [twoBeam]
  · ext i j
    fin_cases i <;> fin_cases j <;> simp [symmetricBeam]
  · ext i j
    fin_cases i <;> fin_cases j <;>
      simp [symmetricBeam, Matrix.mul_apply, Fin.sum_univ_succ] <;> norm_num
  · change twoBeam * symmetricBeam = symmetricBeam * twoBeam
    ext i j
    fin_cases i <;> fin_cases j <;>
      simp [twoBeam, symmetricBeam, Matrix.mul_apply, Fin.sum_univ_succ]
  · intro h
    have h00 := congrFun (congrFun h 0) 0
    simp [symmetricBeam] at h00

end

end StructureMatrixInversion
```

```lean
#print axioms StructureMatrixInversion.structure_unique_of_bound
#print axioms StructureMatrixInversion.structure_unique_of_two_thicknesses
#print axioms StructureMatrixInversion.structure_ambiguity
```

```
'StructureMatrixInversion.structure_unique_of_bound' depends on axioms: [propext, Classical.choice, Quot.sound]
'StructureMatrixInversion.structure_unique_of_two_thicknesses' depends on axioms: [propext, Classical.choice, Quot.sound]
'StructureMatrixInversion.structure_ambiguity' depends on axioms: [propext, Classical.choice, Quot.sound]
```

## A lossless slab with finitely many beams

The index type `n` labels the diffracted beams. In high-energy electron diffraction, the off-diagonal entries of $A$ couple beams through the crystal potential, and the diagonal entries contain their excitation errors. `IsHermitian` means that there is no absorption. The definition `scatteringMatrix t A` also assumes forward scattering through a slab that is uniform along its thickness. The theorems bear on the inversion of diffraction data within this finite, lossless model, and they take all complex entries of $S$ as known exactly, whereas intensities alone lack the phases.

`structure_unique` assumes $|a_j-b_i|<2\pi/t$ for every eigenvalue $a_j$ of $A$ and $b_i$ of $B$, and concludes that equal scattering matrices give $A=B$. The range in the title is the special case `structure_unique_of_bound`, since there $|a_j-b_i|\le|a_j|+|b_i|<2\pi/t$.

## Overlapping eigenvectors share an eigenvalue

Let $u_j$ and $v_i$ be orthonormal eigenvectors of $A$ and $B$, the columns of `modes hA` and `modes hB`. The entry $W_{ij}=v_i^\dagger u_j$ of `overlap hA hB` has its row from $B$ and its column from $A$.

The power series of the exponential gives $Su_j=e^{ita_j}u_j$. In Lean, `scattering_mul_modes` obtains this by diagonalizing the exponent. If $B$ has the same scattering matrix, then also $v_i^\dagger S=e^{itb_i}v_i^\dagger$, and evaluating $v_i^\dagger Su_j$ in both ways gives

$$e^{itb_i}W_{ij}=e^{ita_j}W_{ij}.$$

Where $W_{ij}\ne0$, it can be cancelled, so $tb_i=ta_j+2\pi m$ for some integer $m$. This is `phase_of_overlap`. The window gives $2\pi|m|=t|b_i-a_j|<2\pi$, hence $m=0$ and $b_i=a_j$; the Lean proof traps $m$ between $-1$ and $1$ and finishes with `omega`.

It remains to pass from eigenvalues to matrices, which `eq_of_overlap` does. Expanding $u_j=\sum_i v_iW_{ij}$,

$$Bu_j=\sum_i b_iv_iW_{ij}=a_j\sum_i v_iW_{ij}=Au_j,$$

because only terms with $b_i=a_j$ contribute. The $u_j$ form a basis, so $A=B$.

The derivation goes wrong if the two spectra are sorted and compared entry by entry. For $t=1$, $A=\mathrm{diag}(0,1)$ and $B=\mathrm{diag}(2\pi,1)$ have the same $S$, but their sorted eigenvalues differ by $1$ and $2\pi-1$, neither a multiple of $2\pi$. The overlaps select the right pairs.

The same argument applies to $e^{-\beta A}=e^{-\beta B}$ with real $\beta\ne0$. The real exponential is injective, so there $A=B$ follows without any window.

## A second thickness replaces the window

`structure_unique_of_two_thicknesses` puts no bound on the eigenvalues. Its hypothesis `hts` says that $pt=qs$ with integers $p,q$ only for $p=q=0$, so $t/s$ is irrational. For a nonzero overlap, set $d=b_i-a_j$. The two measurements give $td=2\pi m$ and $sd=2\pi k$, hence $ktd=msd$. If $d\ne0$, then $kt=ms$, which forces $m=k=0$. Then $td=0$, and since `hts` excludes $t=0$, this contradicts $d\ne0$.

## Full turns that leave no trace

Let $P$ be an orthogonal projection commuting with $A$. From $P^2=P$, each eigenvalue $p$ satisfies $p^2=p$, so it is $0$ or $1$ and $e^{2\pi iP}=1$. This is `projection_full_turn`, where the thickness argument is simply the number $2\pi$. Because the exponents commute,

$$e^{it(A+(2\pi/t)P)}=e^{itA}e^{2\pi iP}=e^{itA}.$$

`structure_ambiguity` states this for $t\ne0$. It adds that the shifted matrix is Hermitian, since $2\pi/t$ is real, and differs from $A$ when $P\ne0$.

`structure_ambiguity_witness` verifies the matrix hypotheses for two coupled beams. The symmetric combination $(1,1)/\sqrt2$ is an eigenvector of `twoBeam` with eigenvalue $1$. Raising that eigenvalue to $1+2\pi/t$ adds one full turn to its phase, and the scattering matrix stays the same.
